# A singlet on two equivalent sites has the Kohn–Sham bonding occupation only when its ionic and covalent amplitudes are equal

## Does the right density give the right momentum occupation?

Compton scattering, in the impulse approximation, probes the momentum distribution of the electrons. Suppose I compute that distribution from Kohn–Sham orbitals that reproduce the interacting site densities exactly. Is it then correct too?

The smallest test I can think of is two electrons on two equivalent sites, in a spin singlet with real spatial amplitude matrix

$$C=\begin{pmatrix}a&b\\ b&a\end{pmatrix},\qquad 2a^2+2b^2=1.$$

Here $a$ is the amplitude for both electrons on one site (ionic) and $b$ the amplitude for one electron on each (covalent). I believe that both site densities are 1 and that the bonding orbital, the zero-momentum state, has occupation $1+4ab$. The doubly occupied Kohn–Sham orbital gives 2, so the two should agree only for $a=b$. Can this be derived from the two-electron wavefunction, with a proof that a machine has checked?

## The occupation falls short by $2(a-b)^2$

Yes, provided the Kohn–Sham orbital is taken to be nonnegative, as a nodeless lowest orbital can be. In this two-site model, the Kohn–Sham determinant built from such an orbital with the exact site densities has the wrong momentum occupations whenever $a\ne b$. Exact site densities therefore do not guarantee exact momentum occupations.

### From the wavefunction to $2CC^T$

Label the sites 0 and 1. The wavefunction is $\Psi(i\sigma,k\tau)=C_{ik}\,\chi_{\sigma\tau}$, where $\chi$ is the antisymmetric spin function with nonzero entries $\pm1/\sqrt2$. The spin-summed density matrix is

$$P_{ij}=2\sum_{\sigma}\sum_{k,\tau}\Psi(i\sigma,k\tau)\Psi(j\sigma,k\tau)
=2\sum_k C_{ik}C_{jk}\sum_{\sigma,\tau}\chi_{\sigma\tau}^2=2(CC^T)_{ij},$$

because the squared spin entries add to 1. For two sites,

$$P=\begin{pmatrix}2a^2+2b^2&4ab\\4ab&2a^2+2b^2\end{pmatrix}=\begin{pmatrix}1&4ab\\4ab&1\end{pmatrix}.$$

The diagonal holds the site densities. The bonding orbital $(1,1)/\sqrt2$ has occupation $\tfrac12(1+4ab+4ab+1)=1+4ab$.

### The Kohn–Sham orbital

A doubly occupied orbital $\varphi$ has spatial amplitude $\varphi\varphi^T$. Put $S=\varphi_0^2+\varphi_1^2$. Its density on site $i$ is $2\varphi_i^2S$, which must equal 1. Adding the two sites gives $2S^2=2$, hence $S=1$ and $\varphi_i^2=\tfrac12$. Since $\varphi_i\ge0$, $\varphi$ is the bonding orbital. Its amplitude matrix has every entry $\tfrac12$, which is the case $a=b=\tfrac12$, so its bonding occupation is $1+4\cdot\tfrac14=2$.

The difference between the two occupations follows from normalization:

$$2-(1+4ab)=1-4ab=2a^2+2b^2-4ab=2(a-b)^2.$$

It vanishes exactly when $a=b$.

### What occupation 2 means for any number of sites

Let $C$ be normalized, $\sum_{ij}C_{ij}^2=1$, let $v$ be a normalized orbital, and put $w_j=\sum_i v_iC_{ij}$. The occupation of $v$ is $v^TPv=2\sum_jw_j^2$. Expanding the square,

$$\sum_{ij}(C_{ij}-v_iw_j)^2=1-2\sum_jw_j^2+\sum_jw_j^2=1-\sum_jw_j^2,$$

so the shortfall from 2 is twice this squared distance.

If the occupation is 2, then $C_{ij}=v_iw_j$. For symmetric $C$ this gives $v_iw_j=v_jw_i$. Multiplying by $v_i$ and summing over $i$ yields $w_j=c\,v_j$ with $c=\sum_iv_iw_i$, and normalization forces $c^2=1$. Hence $C=\pm vv^T$, a closed-shell determinant. Conversely, that form gives $w=\pm v$ and occupation 2.

### The case $a=0.1$, $b=0.7$

Normalization holds, since $0.02+0.98=1$. Both site densities are 1, and the bonding occupation is $1+4(0.07)=1.28$, against 2 for Kohn–Sham. The shortfall is $0.72=2(0.6)^2$. The distance formula agrees: every $v_iw_j$ equals $0.4$, so the four entries of $C$ each miss by $0.3$ in magnitude, and $2\cdot4\cdot0.09=0.72$.

### What the Lean theorems say

The type `n` is a finite set of sites, and an electron's coordinate is a pair in `n × Fin 2`, site and spin. `singletWave C` is the full wavefunction, and `densityMatrix` traces out the second electron, sums over spin and multiplies by 2 for the two electrons. `occupation P v` is $v^TPv$, which is an occupation number when `v` is normalized, as `bonding` is. The matrix `twoSite a b` is the $C$ of the question, and `vecMulVec φ φ` is $\varphi\varphi^T$.

The final theorem, `kohnSham_momentum_occupation`, assumes three things: the normalization `h`, nonnegativity `hφ`, and equality `hd` of the two sets of site densities. It concludes that the interacting densities are 1, that the bonding occupations are $1+4ab$ and 2, and that they coincide if and only if $a=b$. The normalization of `φ` is derived from the densities. The signs of $a$ and $b$ are unrestricted.

The condition `hφ` stands for a ground-state orbital with hopping that favours equal signs. Without it, $(1,-1)/\sqrt2$ would have the same densities and bonding occupation 0.

The model contains no Hamiltonian, so $a$ and $b$ are given numbers, and no Kohn–Sham potential or functional appears: the Kohn–Sham state is represented by a doubly occupied nonnegative orbital with the required site densities. Amplitudes are real, and the momentum is that of the two-site lattice. A measured profile also involves the shape of the site orbitals and a projection onto the scattering vector.

```lean
import Mathlib

open Matrix

namespace ComptonSinglet

noncomputable section

variable {n : Type*} [Fintype n]

/-- The normalized antisymmetric spin function of two electrons. -/
def singletSpin : Matrix (Fin 2) (Fin 2) ℝ := !![0, (√2)⁻¹; -(√2)⁻¹, 0]

/-- The two-electron wavefunction with spatial amplitude `C` and singlet spin function; each
electron has a site and a spin coordinate. It is antisymmetric under exchange of the electrons when
`C` is symmetric. -/
def singletWave (C : Matrix n n ℝ) (x y : n × Fin 2) : ℝ :=
  C x.1 y.1 * singletSpin x.2 y.2

/-- The spin-summed one-particle density matrix of a real two-electron wavefunction. -/
def densityMatrix (Ψ : n × Fin 2 → n × Fin 2 → ℝ) : Matrix n n ℝ :=
  Matrix.of fun i j => 2 * ∑ s, ∑ y, Ψ (i, s) y * Ψ (j, s) y

/-- The quadratic form `vᵀ P v`. For a normalized orbital `v` it is the occupation of `v` in the
density matrix `P`. -/
def occupation (P : Matrix n n ℝ) (v : n → ℝ) : ℝ := v ⬝ᵥ P *ᵥ v

/-- The spatial amplitude matrix with entry `a` for both electrons on the same site and `b` for one
electron on each site. -/
def twoSite (a b : ℝ) : Matrix (Fin 2) (Fin 2) ℝ := !![a, b; b, a]

/-- The bonding orbital of two sites, which is the zero-momentum state. -/
def bonding : Fin 2 → ℝ := fun _ => (√2)⁻¹

lemma inv_sqrt_two_mul_self : (√2)⁻¹ * (√2)⁻¹ = (1 / 2 : ℝ) := by
  rw [← mul_inv, Real.mul_self_sqrt (by norm_num)]
  norm_num

/-- Summing over spin, the density matrix of a singlet with spatial amplitude `C`
is `2 C Cᵀ`. -/
theorem densityMatrix_singlet (C : Matrix n n ℝ) :
    densityMatrix (singletWave C) = (2 : ℝ) • (C * Cᵀ) := by
  have h00 : singletSpin 0 0 = 0 := by simp [singletSpin]
  have h01 : singletSpin 0 1 = (√2)⁻¹ := by simp [singletSpin]
  have h10 : singletSpin 1 0 = -(√2)⁻¹ := by simp [singletSpin]
  have h11 : singletSpin 1 1 = 0 := by simp [singletSpin]
  ext i j
  simp only [densityMatrix, singletWave, Matrix.of_apply, Matrix.smul_apply,
    Matrix.mul_apply, Matrix.transpose_apply, smul_eq_mul, Fintype.sum_prod_type,
    Fin.sum_univ_two, h00, h01, h10, h11]
  congr 1
  rw [← Finset.sum_add_distrib]
  refine Finset.sum_congr rfl fun k _ => ?_
  linear_combination (2 * C i k * C j k) * inv_sqrt_two_mul_self

/-- For a normalized singlet and a normalized orbital `v`, the occupation falls short of 2
by twice the squared distance between `C` and the product of `v` with its partner `v C`. -/
theorem occupation_deficit (C : Matrix n n ℝ) (v : n → ℝ)
    (hC : ∑ j, ∑ i, C i j ^ 2 = 1) (hv : ∑ i, v i ^ 2 = 1) :
    2 - occupation (densityMatrix (singletWave C)) v
      = 2 * ∑ j, ∑ i, (C i j - v i * (v ᵥ* C) j) ^ 2 := by
  have hocc : occupation (densityMatrix (singletWave C)) v
      = 2 * ∑ j, (v ᵥ* C) j ^ 2 := by
    rw [densityMatrix_singlet, occupation, Matrix.smul_mulVec, dotProduct_smul,
      ← Matrix.mulVec_mulVec, Matrix.dotProduct_mulVec, Matrix.mulVec_transpose, smul_eq_mul]
    simp only [dotProduct, sq]
  -- expand the square column by column
  have hres : ∀ j, ∑ i, (C i j - v i * (v ᵥ* C) j) ^ 2
      = (∑ i, C i j ^ 2) - (v ᵥ* C) j ^ 2 := by
    intro j
    have hw : ∑ i, v i * C i j = (v ᵥ* C) j := rfl
    generalize (v ᵥ* C) j = w at hw ⊢
    calc ∑ i, (C i j - v i * w) ^ 2
        = (∑ i, C i j ^ 2) - 2 * w * (∑ i, v i * C i j) + w ^ 2 * (∑ i, v i ^ 2) := by
          rw [Finset.mul_sum, Finset.mul_sum, ← Finset.sum_sub_distrib,
            ← Finset.sum_add_distrib]
          exact Finset.sum_congr rfl fun i _ => by ring
      _ = (∑ i, C i j ^ 2) - w ^ 2 := by rw [hw, hv]; ring
  rw [hocc]
  simp only [hres]
  rw [Finset.sum_sub_distrib, hC]
  ring

/-- In a normalized singlet with symmetric amplitude, a normalized orbital `v` has
occupation 2 exactly when the amplitude is `v vᵀ` up to sign. -/
theorem occupation_eq_two_iff (C : Matrix n n ℝ) (v : n → ℝ) (hs : C.IsSymm)
    (hC : ∑ j, ∑ i, C i j ^ 2 = 1) (hv : ∑ i, v i ^ 2 = 1) :
    occupation (densityMatrix (singletWave C)) v = 2 ↔
      C = vecMulVec v v ∨ C = -vecMulVec v v := by
  have hd := occupation_deficit C v hC hv
  constructor
  · intro h
    have hz : ∑ j, ∑ i, (C i j - v i * (v ᵥ* C) j) ^ 2 = 0 := by linarith
    -- a vanishing deficit makes the amplitude a product
    have hCw : ∀ i j, C i j = v i * (v ᵥ* C) j := by
      intro i j
      have h1 := (Finset.sum_eq_zero_iff_of_nonneg
        (fun j _ => Finset.sum_nonneg fun i _ => sq_nonneg _)).1 hz j (Finset.mem_univ j)
      have h2 := (Finset.sum_eq_zero_iff_of_nonneg
        (fun i _ => sq_nonneg _)).1 h1 i (Finset.mem_univ i)
      exact sub_eq_zero.1 ((pow_eq_zero_iff two_ne_zero).1 h2)
    clear hd hz h
    generalize v ᵥ* C = w at hCw
    -- exchange symmetry makes both factors parallel
    obtain ⟨c, hw⟩ : ∃ c, ∀ j, w j = c * v j := by
      refine ⟨∑ i, v i * w i, fun j => ?_⟩
      calc w j = (∑ i, v i ^ 2) * w j := by rw [hv, one_mul]
        _ = (∑ i, v i * w i) * v j := by
          rw [Finset.sum_mul, Finset.sum_mul]
          refine Finset.sum_congr rfl fun i _ => ?_
          have h3 : C j i = C i j := hs.apply i j
          rw [hCw j i, hCw i j] at h3
          linear_combination -(v i) * h3
    have hcol : ∀ j, ∑ i, C i j ^ 2 = c ^ 2 * v j ^ 2 := by
      intro j
      calc ∑ i, C i j ^ 2 = ∑ i, v i ^ 2 * (c ^ 2 * v j ^ 2) :=
            Finset.sum_congr rfl fun i _ => by rw [hCw i j, hw j]; ring
        _ = c ^ 2 * v j ^ 2 := by rw [← Finset.sum_mul, hv, one_mul]
    simp only [hcol] at hC
    rw [← Finset.mul_sum, hv, mul_one] at hC
    have hf : (c - 1) * (c + 1) = 0 := by linear_combination hC
    rcases mul_eq_zero.1 hf with h1 | h1
    · left
      ext i j
      rw [Matrix.vecMulVec_apply, hCw i j, hw j]
      linear_combination (v i * v j) * h1
    · right
      ext i j
      rw [Matrix.neg_apply, Matrix.vecMulVec_apply, hCw i j, hw j]
      linear_combination (v i * v j) * h1
  · have key : ∀ c : ℝ, (∀ i j, C i j = c * (v i * v j)) →
        occupation (densityMatrix (singletWave C)) v = 2 := by
      intro c hc
      have hw : ∀ j, (v ᵥ* C) j = c * v j := by
        intro j
        calc (v ᵥ* C) j = ∑ i, v i * C i j := rfl
          _ = ∑ i, v i ^ 2 * (c * v j) :=
            Finset.sum_congr rfl fun i _ => by rw [hc i j]; ring
          _ = c * v j := by rw [← Finset.sum_mul, hv, one_mul]
      have hz : ∑ j, ∑ i, (C i j - v i * (v ᵥ* C) j) ^ 2 = 0 :=
        Finset.sum_eq_zero fun j _ => Finset.sum_eq_zero fun i _ => by
          rw [hw j, hc i j]; ring
      rw [hz] at hd
      linarith
    rintro (h | h)
    · exact key 1 fun i j => by rw [h, Matrix.vecMulVec_apply, one_mul]
    · exact key (-1) fun i j => by rw [h, Matrix.neg_apply, Matrix.vecMulVec_apply]; ring

/-- The normalized two-site singlet has unit site densities and bond order `4ab`. -/
theorem twoSite_density (a b : ℝ) (h : 2 * a ^ 2 + 2 * b ^ 2 = 1) :
    densityMatrix (singletWave (twoSite a b)) = !![1, 4 * a * b; 4 * a * b, 1] := by
  rw [densityMatrix_singlet]
  ext i j
  simp only [Matrix.smul_apply, Matrix.mul_apply, Matrix.transpose_apply,
    Fin.sum_univ_two, smul_eq_mul]
  fin_cases i <;> fin_cases j <;> simp [twoSite] <;> linarith

/-- The bonding orbital of the normalized two-site singlet has occupation `1 + 4ab`. -/
theorem twoSite_occupation (a b : ℝ) (h : 2 * a ^ 2 + 2 * b ^ 2 = 1) :
    occupation (densityMatrix (singletWave (twoSite a b))) bonding = 1 + 4 * a * b := by
  have hP : ∀ P : Matrix (Fin 2) (Fin 2) ℝ,
      occupation P bonding = (P 0 0 + P 0 1 + P 1 0 + P 1 1) / 2 := by
    intro P
    simp only [occupation, bonding, Matrix.mulVec, dotProduct, Fin.sum_univ_two]
    linear_combination (P 0 0 + P 0 1 + P 1 0 + P 1 1) * inv_sqrt_two_mul_self
  rw [hP, twoSite_density a b h]
  show (1 + 4 * a * b + 4 * a * b + 1) / 2 = 1 + 4 * a * b
  ring

/-- A nonnegative orbital whose double occupation gives density 1 on both sites is the
bonding orbital. -/
theorem kohnSham_orbital (φ : Fin 2 → ℝ) (hφ : ∀ i, 0 ≤ φ i)
    (hd : ∀ i, densityMatrix (singletWave (vecMulVec φ φ)) i i = 1) : φ = bonding := by
  have e : ∀ i, φ i ^ 2 * (φ 0 ^ 2 + φ 1 ^ 2) * 2 = 1 := by
    intro i
    have h := hd i
    rw [densityMatrix_singlet] at h
    simp only [Matrix.smul_apply, Matrix.mul_apply, Matrix.transpose_apply,
      Matrix.vecMulVec_apply, Fin.sum_univ_two, smul_eq_mul] at h
    linear_combination h
  -- the total density fixes the norm of the orbital
  have hf : (φ 0 ^ 2 + φ 1 ^ 2 - 1) * (φ 0 ^ 2 + φ 1 ^ 2 + 1) = 0 := by
    linear_combination (e 0 + e 1) / 2
  have hp : φ 0 ^ 2 + φ 1 ^ 2 + 1 ≠ 0 := by positivity
  have hS : φ 0 ^ 2 + φ 1 ^ 2 = 1 := by
    linarith [(mul_eq_zero.1 hf).resolve_right hp]
  funext i
  have hb : bonding i ^ 2 = 1 / 2 := by
    rw [sq]
    exact inv_sqrt_two_mul_self
  have hi := e i
  rw [hS] at hi
  refine (sq_eq_sq₀ (hφ i) (by unfold bonding; positivity)).1 ?_
  linarith

/-- Let a doubly occupied nonnegative Kohn-Sham orbital `φ` reproduce the site densities of
the normalized two-site singlet. These densities are 1, the bonding occupations are `1 + 4ab`
in the singlet and 2 in the Kohn-Sham state, and they agree exactly when `a = b`. -/
theorem kohnSham_momentum_occupation (a b : ℝ) (h : 2 * a ^ 2 + 2 * b ^ 2 = 1)
    (φ : Fin 2 → ℝ) (hφ : ∀ i, 0 ≤ φ i)
    (hd : ∀ i, densityMatrix (singletWave (vecMulVec φ φ)) i i
      = densityMatrix (singletWave (twoSite a b)) i i) :
    (∀ i, densityMatrix (singletWave (twoSite a b)) i i = 1) ∧
    occupation (densityMatrix (singletWave (twoSite a b))) bonding = 1 + 4 * a * b ∧
    occupation (densityMatrix (singletWave (vecMulVec φ φ))) bonding = 2 ∧
    (occupation (densityMatrix (singletWave (twoSite a b))) bonding
      = occupation (densityMatrix (singletWave (vecMulVec φ φ))) bonding ↔ a = b) := by
  have h1 : ∀ i, densityMatrix (singletWave (twoSite a b)) i i = 1 := by
    intro i
    rw [twoSite_density a b h]
    fin_cases i <;> simp
  have hφb : φ = bonding := kohnSham_orbital φ hφ fun i => (hd i).trans (h1 i)
  -- the Kohn-Sham determinant is the two-site singlet with equal amplitudes
  have hdet : vecMulVec φ φ = twoSite (1 / 2) (1 / 2) := by
    have ht : ∀ i j, twoSite (1 / 2) (1 / 2) i j = 1 / 2 := by
      intro i j
      fin_cases i <;> fin_cases j <;> simp [twoSite]
    ext i j
    rw [ht, Matrix.vecMulVec_apply, hφb]
    exact inv_sqrt_two_mul_self
  have hks : occupation (densityMatrix (singletWave (vecMulVec φ φ))) bonding = 2 := by
    rw [hdet, twoSite_occupation _ _ (by norm_num)]
    norm_num
  have hocc := twoSite_occupation a b h
  refine ⟨h1, hocc, hks, ?_⟩
  rw [hocc, hks]
  constructor
  · intro e
    have hsq : (a - b) ^ 2 = 0 := by linear_combination h / 2 - e / 2
    exact sub_eq_zero.1 ((pow_eq_zero_iff two_ne_zero).1 hsq)
  · intro e
    subst e
    linear_combination h

end

end ComptonSinglet
```

```lean
#print axioms ComptonSinglet.occupation_eq_two_iff
-- 'ComptonSinglet.occupation_eq_two_iff' depends on axioms: [propext, Classical.choice, Quot.sound]
#print axioms ComptonSinglet.kohnSham_momentum_occupation
-- 'ComptonSinglet.kohnSham_momentum_occupation' depends on axioms: [propext, Classical.choice, Quot.sound]
```

### How the Lean proof runs

`densityMatrix_singlet` inserts the four spin values and uses `inv_sqrt_two_mul_self`, the identity $(1/\sqrt2)^2=\tfrac12$, to obtain $2CC^T$.

In `occupation_deficit`, `hocc` writes the occupation as $2\sum_jw_j^2$, with $w$ appearing as `v ᵥ* C`. Then `hres` expands the squared distance one column at a time, and summing over columns gives the formula.

`occupation_eq_two_iff` starts from a vanishing deficit. A sum of nonnegative terms is zero only if each term is, which gives `hCw`, the product form of $C$. Exchange symmetry supplies the constant `c`, and `hf` factors $c^2-1=0$ into the two signs. The converse treats both signs through `key`. These two general theorems characterize occupation 2 for any finite number of sites; the two-site comparison is proved directly.

`twoSite_density` checks the four matrix entries, and `twoSite_occupation` takes half their sum, as above. In `kohnSham_orbital`, `e` is the density condition and `hf` is $(S-1)(S+1)=0$. The second factor is positive, so $S=1$, and nonnegativity lets the proof pass from equal squares to equal orbitals.

The final theorem identifies `φ` with `bonding`, and `hdet` rewrites its determinant as `twoSite (1 / 2) (1 / 2)`. The value 2 then comes from the same occupation formula as the interacting value. For the equivalence, `linear_combination h / 2 - e / 2` combines normalization with the assumed equality of occupations to give $(a-b)^2=0$; in the other direction, setting $b=a$ turns the claim into the normalization condition.
